# Klein tunnelling in one dimension: an electrostatic potential does not reflect massless Dirac waves

A massless Dirac particle moves along the x axis in a real electrostatic potential V(x). In units where ħ and the particle's velocity are 1, a state of energy E has two complex components f and g that obey

−i g′ + V f = E f
−i f′ + V g = E g

The Hamiltonian is σₓp + V, and the velocity operator is σₓ. Its eigenvalue +1 belongs to spinors with f = g, which move to the right, and −1 to spinors with f = −g, which move to the left. The normalised amplitudes of the two motions are (f + g)/√2 and (f − g)/√2; below, the factor 1/√2 is left out.

With a real V, this one-particle equation conserves probability. At a finite jump of V, such as the edge of a square barrier, the derivatives may jump while f and g stay continuous. A stationary state is therefore required to be continuous everywhere, and to be differentiable and obey the equations outside a countable set S. If S is empty, the equations hold at every point.

## Two amplitudes that never mix

The claim is that |f + g| and |f − g| do not depend on x. Adding the two equations, and subtracting the second from the first, gives

−i (f + g)′ = (E − V)(f + g)
i (f − g)′ = (E − V)(f − g)

and hence

(f + g)′ = i (E − V)(f + g)
(f − g)′ = i (V − E)(f − g)

Both have the form u′ = i k u with a real local wave number k(x). Writing u* for the complex conjugate of u, we find outside S

(|u|²)′ = (u′)* u + u* u′ = −i k |u|² + i k |u|² = 0

Since |u|² is continuous and its derivative vanishes outside a countable set, the fundamental theorem of calculus, in the form that permits such exceptions, gives |u(x)|² = |u(y)|² for all x and y. Taking square roots proves the claim.

If f = g at one point, then |f − g| is zero there and so everywhere. The state is right-moving throughout, and |f + g| = 2|f| shows that |f| is constant.

For scattering, let V vanish for x < a and for x > b, and let a wave come in from the left, with no source on the right:

x < a: f = e^{iEx} + r e^{−iEx}, g = e^{iEx} − r e^{−iEx}
x > b: f = g = t e^{iEx}

The state is right-moving beyond b, hence everywhere. On the left this means 2r e^{−iEx} = 0, so r = 0. Comparing |f| on the two sides gives |t| = 1. The incident wave has density |f|² + |g|² = 2; dividing both components by √2 makes this 1 and leaves r and t unchanged.

A mass term would couple f + g to f − g, and massive particles are in general partly reflected, also in the regime of high barriers with which Klein's name is associated. For electrons in graphene, the result bears on normal incidence on a barrier that varies in one direction only, within the non-interacting low-energy description of a single valley. The step from the crystal to this two-component equation is an approximation that the hypotheses do not address.

## Explicit waves and the square barrier

Let θ be a continuous real phase with θ′ = E − V outside S. For any complex A and B, put

f = A e^{iθ} + B e^{−iθ}
g = A e^{iθ} − B e^{−iθ}

Then −i g′ = θ′ f = (E − V) f and −i f′ = θ′ g = (E − V) g, so this is a stationary state.

For a barrier of height V₀ on 0 < x < L, take A = 1, B = 0 and

θ(x) = E x − V₀ ℓ(x), ℓ(x) = max(0, min(x, L))

Here ℓ(x) is the length of barrier already crossed. Its slope is 1 inside and 0 outside, so θ′ = E − V except perhaps at the two edges. Before the barrier the wave is e^{iEx}; behind it, the wave is e^{−iV₀L} e^{iEx}. The transmission amplitude is thus t = e^{−iV₀L}: the barrier shifts the phase and does nothing else.

## Stationary states in Lean

```lean
import Mathlib

open Complex

namespace KleinTunnelling

noncomputable section
```

The structure below is the definition of a stationary state given above. `V` is any real-valued function, with no continuity assumed, and `E` is a real number. At points of `S` only continuity of the components is required.

```lean
/-- A stationary state `(f, g)` of energy `E` of the massless Dirac equation in the potential `V`:
both components are continuous, and off the countable set `S` (for instance the edges of a
barrier) they are differentiable and obey `-i g' + V f = E f` and `-i f' + V g = E g`. -/
structure IsStationaryState (V : ℝ → ℝ) (E : ℝ) (S : Set ℝ) (f g : ℝ → ℂ) : Prop where
  countable : S.Countable
  cont_f : Continuous f
  cont_g : Continuous g
  diff_f : ∀ x, x ∉ S → DifferentiableAt ℝ f x
  diff_g : ∀ x, x ∉ S → DifferentiableAt ℝ g x
  eq_f : ∀ x, x ∉ S → -I * deriv g x + V x * f x = E * f x
  eq_g : ∀ x, x ∉ S → -I * deriv f x + V x * g x = E * g x
```

The fields `eq_f` and `eq_g` are named after the component multiplied by the potential, so `eq_f` contains the derivative of `g`. Normalisability is not required, as is usual for scattering states.

The name `phase` denotes the complex factor e^{is}, not the angle s.

```lean
/-- The phase factor `exp (i s)` of a real phase `s`. -/
def phase (s : ℝ) : ℂ := Complex.exp (s * I)
```

## Constant moduli

The next two theorems are the separated equations for f + g and f − g. `HasDerivAt` says that the derivative exists and has the stated value. In each proof, `linear_combination` multiplies the two Dirac equations by i and adds or subtracts them, while `I_sq` supplies i² = −1.

```lean
variable {V : ℝ → ℝ} {E : ℝ} {S : Set ℝ} {f g : ℝ → ℂ}

/-- Off the exceptional set, the right-moving amplitude `f + g` of a stationary state obeys
an equation of its own, `(f + g)' = i (E - V) (f + g)`. -/
theorem right_mover_hasDerivAt (h : IsStationaryState V E S f g) {x : ℝ} (hx : x ∉ S) :
    HasDerivAt (fun y => f y + g y) (I * ((E - V x : ℝ) : ℂ) * (f x + g x)) x := by
  refine ((h.diff_f x hx).hasDerivAt.fun_add (h.diff_g x hx).hasDerivAt).congr_deriv ?_
  push_cast
  linear_combination I * h.eq_f x hx + I * h.eq_g x hx + (deriv f x + deriv g x) * I_sq

/-- Off the exceptional set, the left-moving amplitude `f - g` of a stationary state obeys
an equation of its own, `(f - g)' = i (V - E) (f - g)`. -/
theorem left_mover_hasDerivAt (h : IsStationaryState V E S f g) {x : ℝ} (hx : x ∉ S) :
    HasDerivAt (fun y => f y - g y) (I * ((V x - E : ℝ) : ℂ) * (f x - g x)) x := by
  refine ((h.diff_f x hx).hasDerivAt.fun_sub (h.diff_g x hx).hasDerivAt).congr_deriv ?_
  push_cast
  linear_combination I * h.eq_g x hx - I * h.eq_f x hx + (deriv f x - deriv g x) * I_sq
```

The following lemma treats both amplitudes at once. It writes |u|² as the sum of the squares of the real and imaginary parts. `hd` is the cancellation found by hand, `key` is the fundamental theorem of calculus with countably many exceptions, and the last line passes from equal squares to equal moduli.

```lean
/-- A continuous amplitude that obeys `u' = i k u` with a real local wave number `k`, except at
countably many points, has constant modulus. -/
theorem norm_const_of_real_wavenumber (hS : S.Countable) {u : ℝ → ℂ} {k : ℝ → ℝ}
    (hc : Continuous u) (hu : ∀ x, x ∉ S → HasDerivAt u (I * (k x : ℂ) * u x) x) (x y : ℝ) :
    ‖u x‖ = ‖u y‖ := by
  -- the density |u|² has zero derivative off `S`
  have hd : ∀ z, z ∉ S →
      HasDerivAt (fun s => (u s).re * (u s).re + (u s).im * (u s).im) 0 z := by
    intro z hz
    have hre : HasDerivAt (fun s => (u s).re) (I * (k z : ℂ) * u z).re z :=
      Complex.reCLM.hasFDerivAt.comp_hasDerivAt z (hu z hz)
    have him : HasDerivAt (fun s => (u s).im) (I * (k z : ℂ) * u z).im z :=
      Complex.imCLM.hasFDerivAt.comp_hasDerivAt z (hu z hz)
    refine ((hre.fun_mul hre).fun_add (him.fun_mul him)).congr_deriv ?_
    simp only [Complex.mul_re, Complex.mul_im, Complex.I_re, Complex.I_im,
      Complex.ofReal_re, Complex.ofReal_im]
    ring
  have hcont : Continuous (fun s => (u s).re * (u s).re + (u s).im * (u s).im) := by
    have h1 : Continuous (fun s => (u s).re) := Complex.continuous_re.comp hc
    have h2 : Continuous (fun s => (u s).im) := Complex.continuous_im.comp hc
    exact (h1.mul h1).add (h2.mul h2)
  -- the fundamental theorem of calculus allows countably many exceptions
  have key := MeasureTheory.integral_eq_of_hasDerivAt_off_countable
    (fun s => (u s).re * (u s).re + (u s).im * (u s).im) (fun _ => (0 : ℝ)) (a := x) (b := y)
    hS hcont.continuousOn (fun z hz => hd z hz.2) (continuous_const.intervalIntegrable x y)
  simp only [intervalIntegral.integral_zero] at key
  have hsq : ‖u x‖ ^ 2 = ‖u y‖ ^ 2 := by
    rw [Complex.sq_norm, Complex.sq_norm, Complex.normSq_apply, Complex.normSq_apply]
    linarith
  exact (sq_eq_sq₀ (norm_nonneg _) (norm_nonneg _)).1 hsq
```

The main theorem applies this lemma with k = E − V and with k = V − E. It compares arbitrary points `x` and `y`, which is how constancy is expressed.

```lean
/-- Klein tunnelling: in every stationary state of the massless Dirac equation with a real
potential, the modulus of `f + g` does not depend on position, and neither does that of `f - g`. -/
theorem klein_tunnelling (h : IsStationaryState V E S f g) (x y : ℝ) :
    ‖f x + g x‖ = ‖f y + g y‖ ∧ ‖f x - g x‖ = ‖f y - g y‖ :=
  ⟨norm_const_of_real_wavenumber (k := fun z => E - V z) h.countable (h.cont_f.add h.cont_g)
      (fun _ hz => right_mover_hasDerivAt h hz) x y,
    norm_const_of_real_wavenumber (k := fun z => V z - E) h.countable (h.cont_f.sub h.cont_g)
      (fun _ hz => left_mover_hasDerivAt h hz) x y⟩
```

## From one right-moving point to zero reflection

Equality of `f` and `g` at a single point `x₀` is enough for the next theorem. The second half of `klein_tunnelling` gives f = g at every `x`; the first half, after the common factor 2 is removed, gives the constant modulus.

```lean
/-- A stationary state that is purely right-moving (`f = g`) at one point is purely right-moving
everywhere, with constant modulus. -/
theorem right_moving_everywhere (h : IsStationaryState V E S f g) {x₀ : ℝ} (h₀ : f x₀ = g x₀)
    (x : ℝ) : f x = g x ∧ ‖f x‖ = ‖f x₀‖ := by
  obtain ⟨h1, h2⟩ := klein_tunnelling h x x₀
  have hx : f x = g x := by
    rw [h₀, sub_self, norm_zero] at h2
    exact sub_eq_zero.1 (norm_eq_zero.1 h2)
  refine ⟨hx, ?_⟩
  rw [← hx, ← h₀, ← two_mul, ← two_mul, norm_mul, norm_mul] at h1
  simpa using h1
```

In the scattering theorem, `hleft` and `hright` prescribe the wave to the left of `a` and to the right of `b`. These forms force the potential to vanish there, except possibly at points of `S`; between the two regions it is arbitrary, provided that the stationary state exists. A potential step, with different constant values on the two sides, is therefore outside this theorem, but `right_moving_everywhere` applies to it. The proof evaluates the wave at `a - 1` and `b + 1`. The right-moving form at the second point forces r e^{−iE(a−1)} = 0, and since an exponential is never zero, r = 0. The moduli at the two points then give |t| = 1.

```lean
/-- Scattering form: if a stationary state consists of a right-moving wave of unit amplitude plus
a reflected wave of amplitude `r` to the left of `a`, and of a right-moving wave of amplitude `t`
alone to the right of `b`, then `r = 0` and `|t| = 1`. -/
theorem no_reflection (h : IsStationaryState V E S f g) {a b : ℝ} {r t : ℂ}
    (hleft : ∀ x, x < a → f x = phase (E * x) + r * phase (-(E * x)) ∧
      g x = phase (E * x) - r * phase (-(E * x)))
    (hright : ∀ x, b < x → f x = t * phase (E * x) ∧ g x = t * phase (E * x)) :
    r = 0 ∧ ‖t‖ = 1 := by
  have hph : ∀ s, ‖phase s‖ = 1 := fun s => Complex.norm_exp_ofReal_mul_I s
  obtain ⟨lf, lg⟩ := hleft (a - 1) (by linarith)
  obtain ⟨rf, rg⟩ := hright (b + 1) (by linarith)
  -- the transmitted wave is purely right-moving, hence so is the wave on the left
  obtain ⟨he, hn⟩ := right_moving_everywhere h (rf.trans rg.symm) (a - 1)
  rw [lf, lg] at he
  have hr0 : r * phase (-(E * (a - 1))) = 0 := by linear_combination he / 2
  have hr : r = 0 := (mul_eq_zero.1 hr0).resolve_right (Complex.exp_ne_zero _)
  refine ⟨hr, ?_⟩
  rw [lf, rf, hr] at hn
  simp only [zero_mul, add_zero, norm_mul, hph, mul_one] at hn
  exact hn.symm
```

The direction of motion is fixed by the spinor and not by the sign of the wave number, so the theorem holds for positive, negative and zero `E`.

## Constructing the waves

The chain rule for e^{iθ} comes first.

```lean
/-- If a real phase `θ` has derivative `k` at `x`, then `exp (i θ)` has derivative
`i k exp (i θ)` there. -/
theorem phase_hasDerivAt {θ : ℝ → ℝ} {k x : ℝ} (h : HasDerivAt θ k x) :
    HasDerivAt (fun y => phase (θ y)) (I * (k : ℂ) * phase (θ x)) x := by
  unfold phase
  exact (h.ofReal_comp.mul_const I).cexp.congr_deriv (by ring)
```

The construction from a phase follows. Here `d1` and `d2` are the derivatives of the two exponential terms, `df` and `dg` those of their sum and difference, and the last two bullets check the Dirac equations. The theorem supplies solutions for every `A` and `B`; it does not state that every solution has this form.

```lean
/-- A continuous phase `θ` with `θ' = E - V` off a countable set gives stationary states with
components `A exp (i θ) + B exp (-i θ)` and `A exp (i θ) - B exp (-i θ)`, for any complex `A` and
`B`. -/
theorem stationaryState_of_phase (hS : S.Countable) {θ : ℝ → ℝ} (hc : Continuous θ)
    (hθ : ∀ x, x ∉ S → HasDerivAt θ (E - V x) x) (A B : ℂ) :
    IsStationaryState V E S (fun x => A * phase (θ x) + B * phase (-θ x))
      (fun x => A * phase (θ x) - B * phase (-θ x)) := by
  have hp : Continuous phase := by unfold phase; fun_prop
  have c1 : Continuous (fun x => A * phase (θ x)) := continuous_const.mul (hp.comp hc)
  have c2 : Continuous (fun x => B * phase (-θ x)) := continuous_const.mul (hp.comp hc.neg)
  have d1 := fun x hx => (phase_hasDerivAt (hθ x hx)).const_mul A
  have d2 := fun x hx => (phase_hasDerivAt (hθ x hx).fun_neg).const_mul B
  have df := fun x hx => (d1 x hx).fun_add (d2 x hx)
  have dg := fun x hx => (d1 x hx).fun_sub (d2 x hx)
  refine ⟨hS, c1.add c2, c1.sub c2, fun x hx => (df x hx).differentiableAt,
    fun x hx => (dg x hx).differentiableAt, fun x hx => ?_, fun x hx => ?_⟩
  · rw [(dg x hx).deriv]
    push_cast
    linear_combination (-(E - V x) * (A * phase (θ x) + B * phase (-θ x))) * I_sq
  · rw [(df x hx).deriv]
    push_cast
    linear_combination (-(E - V x) * (A * phase (θ x) - B * phase (-θ x))) * I_sq
```

The barrier and its wave are defined with the crossed length written out as `max 0 (min x L)`. The potential is given the value zero at the edges themselves, which has no influence because both edges belong to the exceptional set `{0, L}`.

```lean
/-- The square barrier of height `V₀` between `0` and `L`. -/
def barrier (V₀ L x : ℝ) : ℝ := if 0 < x ∧ x < L then V₀ else 0

/-- The wave whose phase is `E x` minus `V₀` times the length of barrier already crossed. -/
def barrierWave (E V₀ L x : ℝ) : ℂ := phase (E * x - V₀ * max 0 (min x L))
```

The last theorem states that this wave is a stationary state and gives its form on either side. `V₀` may have either sign or be zero, so wells are included. In the proof, `hcl` finds the slope of the crossed length in three cases: before, inside and behind the barrier. Near a point in each region, that length equals 0, y or L respectively, where y is the position. The preceding construction with amplitudes 1 and 0 then gives the state, and adding exponents gives the factor e^{−iV₀L}.

```lean
/-- For a square barrier of any height and of width `L > 0`, `f = g = barrierWave` is a stationary
state: it is `exp (i E x)` before the barrier and `exp (-i V₀ L) exp (i E x)` behind it. -/
theorem square_barrier_witness (E V₀ : ℝ) {L : ℝ} (hL : 0 < L) :
    IsStationaryState (barrier V₀ L) E {0, L} (barrierWave E V₀ L) (barrierWave E V₀ L) ∧
    (∀ x, x ≤ 0 → barrierWave E V₀ L x = phase (E * x)) ∧
    (∀ x, L ≤ x → barrierWave E V₀ L x = phase (-(V₀ * L)) * phase (E * x)) := by
  refine ⟨?_, fun x hx => ?_, fun x hx => ?_⟩
  · have hθ : ∀ x, x ∉ ({0, L} : Set ℝ) →
        HasDerivAt (fun y => E * y - V₀ * max 0 (min y L)) (E - barrier V₀ L x) x := by
      intro x hx
      have hx0 : x ≠ 0 := fun h => hx (by simp [h])
      have hxL : x ≠ L := fun h => hx (by simp [h])
      -- the crossed length grows at unit rate inside the barrier and is constant outside
      have hcl : HasDerivAt (fun y : ℝ => max 0 (min y L))
          (if 0 < x ∧ x < L then (1 : ℝ) else 0) x := by
        rcases lt_or_gt_of_ne hx0 with h | h
        · rw [if_neg (fun h' => by linarith [h'.1])]
          refine (hasDerivAt_const x (0 : ℝ)).congr_of_eventuallyEq ?_
          filter_upwards [Iio_mem_nhds h] with y hy
          exact max_eq_left ((min_le_left _ _).trans (Set.mem_Iio.1 hy).le)
        · rcases lt_or_gt_of_ne hxL with h' | h'
          · rw [if_pos ⟨h, h'⟩]
            refine (hasDerivAt_id' x).congr_of_eventuallyEq ?_
            filter_upwards [Ioo_mem_nhds h h'] with y hy
            rw [min_eq_left hy.2.le, max_eq_right hy.1.le]
          · rw [if_neg (fun h'' => by linarith [h''.2])]
            refine (hasDerivAt_const x L).congr_of_eventuallyEq ?_
            filter_upwards [Ioi_mem_nhds h'] with y hy
            rw [min_eq_right (Set.mem_Ioi.1 hy).le, max_eq_right hL.le]
      refine (((hasDerivAt_id' x).const_mul E).fun_sub (hcl.const_mul V₀)).congr_deriv ?_
      unfold barrier
      split_ifs <;> ring
    have h := stationaryState_of_phase (Set.toFinite ({0, L} : Set ℝ)).countable
      (by fun_prop) hθ 1 0
    simp only [one_mul, zero_mul, add_zero, sub_zero] at h
    exact h
  · unfold barrierWave
    rw [min_eq_left (hx.trans hL.le), max_eq_left hx, mul_zero, sub_zero]
  · unfold barrierWave phase
    rw [min_eq_right hx, max_eq_right hL.le, ← Complex.exp_add]
    congr 1
    push_cast
    ring

end

end KleinTunnelling
```

```lean
#print axioms KleinTunnelling.klein_tunnelling
#print axioms KleinTunnelling.no_reflection
```

```
'KleinTunnelling.klein_tunnelling' depends on axioms: [propext, Classical.choice, Quot.sound]
'KleinTunnelling.no_reflection' depends on axioms: [propext, Classical.choice, Quot.sound]
```
